# Projectors built by degree-n Lagrange interpolation on a double grid preserve moments up to order n

In a real-space PAW or pseudopotential calculation, the overlap of an atomic projector with each wavefunction is computed as a sum over grid points. The projector may vary too rapidly for the grid that stores the wavefunction. The Ono–Hirose double grid samples the projector on a finer grid and folds the samples once into coarse weights, so that every later overlap is a coarse sum. For a single interpolation polynomial through all the coarse nodes, the theorems below say what this folding preserves.

## Coarse weights from fine samples

Let $x_0,\dots,x_n$ be distinct coarse nodes, and let $y_f$ be fine points, with $f$ in a finite set `F`. The number $p_f$ is the factor that multiplies the wavefunction at $y_f$; it includes any complex conjugation and quadrature weight. All these quantities, and the wavefunction values used later, lie in one field `K`: $\mathbb R$, or $\mathbb C$ if the projector or the wavefunction is complex, with positions that are still real. The fine points need not be regularly spaced.

```lean
import Mathlib

open Finset Polynomial

namespace OnoHiroseDoubleGrid

noncomputable section

variable {K F : Type*} [Field K] [Fintype F] {n d : ℕ}
```

The Lagrange function of node $c$ is one at $x_c$ and zero at the other nodes:

$$L_c(t)=\prod_{b\ne c}\frac{t-x_b}{x_c-x_b}.$$

In Lean it is `shape x c t`, the value at $t$ of Mathlib's basis polynomial.

```lean
/-- The Lagrange function `L_c(t)` of the coarse node `x c`, for distinct coarse nodes. -/
def shape (x : Fin (n + 1) → K) (c : Fin (n + 1)) (t : K) : K :=
  (Lagrange.basis univ x c).eval t
```

Each fine sample is distributed over the coarse nodes with these functions as weights:

$$P_c=\sum_f p_f\,L_c(y_f).$$

```lean
/-- The coarse-grid projector `P_c = ∑_f p_f L_c(y_f)` made from the values `p_f` at the
fine points `y_f`, for distinct coarse nodes. -/
def coarseProjector (x : Fin (n + 1) → K) (y p : F → K) (c : Fin (n + 1)) : K :=
  ∑ f, p f * shape x c (y f)
```

In $d$ dimensions, a coarse point is a multi-index $c=(c_1,\dots,c_d)$. With a Lagrange function $L^{(i)}$ for each axis $i$, the weight is $P_c=\sum_f p_f\prod_i L^{(i)}_{c_i}(y_{f,i})$.

```lean
/-- The coarse projector on a product grid in `d` dimensions, made with products of
one-dimensional Lagrange functions, for distinct nodes along each axis. -/
def productProjector (x : Fin d → Fin (n + 1) → K) (y : F → Fin d → K) (p : F → K)
    (c : Fin d → Fin (n + 1)) : K :=
  ∑ f, p f * ∏ i, shape (x i) (c i) (y f i)
```

## Polynomials of degree at most n are summed exactly

Let $q$ be a polynomial of degree at most $n$. The polynomial $\sum_c q(x_c)L_c(t)$ also has degree at most $n$ and agrees with $q$ at the $n+1$ distinct nodes. Their difference has more roots than its degree allows, so it is zero:

$$\sum_c q(x_c)L_c(t)=q(t)\quad\text{for every }t.$$

```lean
/-- On `n + 1` distinct nodes, Lagrange interpolation reproduces every polynomial of degree
at most `n` at every point. -/
theorem interpolation_exact {x : Fin (n + 1) → K} (hx : Function.Injective x)
    (q : K[X]) (hq : q.natDegree ≤ n) (t : K) :
    ∑ c, q.eval (x c) * shape x c t = q.eval t := by
  have hc : (n : WithBot ℕ) < ((univ : Finset (Fin (n + 1))).card : WithBot ℕ) := by
    rw [Finset.card_univ, Fintype.card_fin]
    exact_mod_cast Nat.lt_succ_self n
  have h := Lagrange.eq_interpolate (s := univ) (v := x) hx.injOn
    (lt_of_le_of_lt (Polynomial.degree_le_of_natDegree_le hq) hc)
  have h2 := congrArg (Polynomial.eval t) h
  rw [Lagrange.interpolate_apply, Polynomial.eval_finsetSum] at h2
  simp only [Polynomial.eval_mul, Polynomial.eval_C] at h2
  exact h2.symm
```

The whole development turns on `Lagrange.eq_interpolate`. Given distinct nodes and a degree strictly below their number, it states that $q$ equals its own interpolant as a polynomial. Applying `Polynomial.eval t` to both sides with `congrArg` turns this into an equation at any point $t$, which is needed because the fine points generally lie between the nodes. Distinctness enters as `Function.Injective x`.

Now insert the definition of $P_c$ and exchange the two finite sums:

$$\sum_c P_c\,q(x_c)=\sum_f p_f\sum_c L_c(y_f)\,q(x_c)=\sum_f p_f\,q(y_f).$$

```lean
/-- For distinct coarse nodes, the coarse projector and the fine projector give the same sum
with every polynomial of degree at most `n`. -/
theorem projector_exact {x : Fin (n + 1) → K} (hx : Function.Injective x) (y p : F → K)
    (q : K[X]) (hq : q.natDegree ≤ n) :
    ∑ c, coarseProjector x y p c * q.eval (x c) = ∑ f, p f * q.eval (y f) := by
  simp only [coarseProjector, Finset.sum_mul]
  -- exchange the coarse and the fine sum
  rw [Finset.sum_comm]
  refine Finset.sum_congr rfl fun f _ => ?_
  rw [← interpolation_exact hx q hq (y f), Finset.mul_sum]
  exact Finset.sum_congr rfl fun c _ => by ring
```

The exchange is `Finset.sum_comm`; the inner sum is then the previous theorem at $t=y_f$.

## Overlap with the interpolated wavefunction

Let $\psi_c$ be the stored wavefunction values. Their interpolant $I\psi(t)=\sum_c\psi_cL_c(t)$ is a combination of polynomials of degree at most $n$, so it obeys the same bound.

```lean
/-- The interpolant of values on `n + 1` distinct nodes has degree at most `n`. -/
theorem interpolant_natDegree_le {x : Fin (n + 1) → K} (hx : Function.Injective x)
    (ψ : Fin (n + 1) → K) : (Lagrange.interpolate univ x ψ).natDegree ≤ n := by
  have h := Lagrange.degree_interpolate_le (s := univ) (v := x) ψ hx.injOn
  rw [Finset.card_univ, Fintype.card_fin, Nat.add_sub_cancel] at h
  exact Polynomial.natDegree_le_of_degree_le h
```

Since $I\psi(x_c)=\psi_c$, taking $q=I\psi$ gives

$$\sum_c P_c\,\psi_c=\sum_c P_c\,I\psi(x_c)=\sum_f p_f\,I\psi(y_f).$$

```lean
/-- The double-grid identity: for distinct coarse nodes, the Lagrange interpolant takes the
values `ψ c` at the nodes, and the coarse sum of projector times `ψ` equals the fine sum of
projector times interpolant. -/
theorem double_grid_identity {x : Fin (n + 1) → K} (hx : Function.Injective x)
    (y p : F → K) (ψ : Fin (n + 1) → K) :
    (∀ c, (Lagrange.interpolate univ x ψ).eval (x c) = ψ c) ∧
    ∑ c, coarseProjector x y p c * ψ c
      = ∑ f, p f * (Lagrange.interpolate univ x ψ).eval (y f) := by
  have hnode : ∀ c, (Lagrange.interpolate univ x ψ).eval (x c) = ψ c := fun c =>
    Lagrange.eval_interpolate_at_node ψ hx.injOn (Finset.mem_univ c)
  refine ⟨hnode, ?_⟩
  rw [← projector_exact hx y p _ (interpolant_natDegree_le hx ψ)]
  exact Finset.sum_congr rfl fun c _ => by rw [hnode c]
```

The theorem states both the nodal values and the equality of the sums. It gives no bound on the difference between $I\psi$ and the true wavefunction, or between the fine sum and the integral it approximates.

## Moments determine the weights

Taking $q(t)=t^m$ with $m\le n$ gives

$$\sum_c P_c\,x_c^m=\sum_f p_f\,y_f^m.$$

```lean
/-- For distinct coarse nodes, the coarse projector has the same moments as the fine
projector up to order `n`. -/
theorem moments_preserved {x : Fin (n + 1) → K} (hx : Function.Injective x)
    (y p : F → K) {m : ℕ} (hm : m ≤ n) :
    ∑ c, coarseProjector x y p c * x c ^ m = ∑ f, p f * y f ^ m := by
  have h := projector_exact hx y p (X ^ m) (by rw [Polynomial.natDegree_X_pow]; exact hm)
  simpa only [Polynomial.eval_pow, Polynomial.eval_X] using h
```

Conversely, suppose that weights $w_c$ reproduce all these fine moments. Fix $c$ and write $L_c(t)=\sum_{m=0}^n a_mt^m$. Because $L_c$ selects node $c$,

$$w_c=\sum_b w_bL_c(x_b)=\sum_{m=0}^n a_m\sum_b w_bx_b^m=\sum_{m=0}^n a_m\sum_b P_bx_b^m=P_c.$$

On given nodes, the moments of orders $0,\dots,n$ therefore leave no freedom in the weights.

```lean
/-- For distinct coarse nodes, coarse weights that reproduce the fine moments of all orders
up to `n` are equal to the coarse projector. -/
theorem eq_coarseProjector_of_moments {x : Fin (n + 1) → K} (hx : Function.Injective x)
    (y p : F → K) (w : Fin (n + 1) → K)
    (hw : ∀ m ≤ n, ∑ c, w c * x c ^ m = ∑ f, p f * y f ^ m) :
    w = coarseProjector x y p := by
  funext c
  -- the test polynomial is one at node `c` and zero at the other nodes
  let q : K[X] := Lagrange.interpolate univ x (Pi.single c 1)
  have hq : q.natDegree ≤ n := interpolant_natDegree_le hx _
  have hnode : ∀ b, q.eval (x b) = (Pi.single c 1 : Fin (n + 1) → K) b :=
    (double_grid_identity hx y p (Pi.single c 1)).1
  have expand : ∀ v : Fin (n + 1) → K, ∑ b, v b * q.eval (x b)
      = ∑ m ∈ Finset.range (n + 1), q.coeff m * ∑ b, v b * x b ^ m := by
    intro v
    simp only [Polynomial.eval_eq_sum_range' (Nat.lt_succ_of_le hq), Finset.mul_sum]
    rw [Finset.sum_comm]
    exact Finset.sum_congr rfl fun m _ => Finset.sum_congr rfl fun b _ => by ring
  have h : ∑ b, w b * q.eval (x b) = ∑ b, coarseProjector x y p b * q.eval (x b) := by
    rw [expand, expand]
    refine Finset.sum_congr rfl fun m hm => ?_
    have hm' : m ≤ n := Nat.lt_succ_iff.mp (Finset.mem_range.mp hm)
    rw [hw m hm', moments_preserved hx y p hm']
  simp only [hnode] at h
  simpa [Pi.single_apply] using h
```

The proof builds the selecting polynomial as the interpolant of `Pi.single c 1`, the data that are one at $c$ and zero elsewhere. Its local statement `expand` is the expansion in moments, used for both sets of weights.

## The error in moment n + 1

Let $N(t)=\prod_c(t-x_c)$. Both $t^{n+1}$ and $N(t)$ are monic of degree $n+1$, so $q(t)=t^{n+1}-N(t)$ has degree at most $n$. As $N$ vanishes at the nodes, $q(x_c)=x_c^{n+1}$, and exactness for $q$ gives

$$\sum_c P_c\,x_c^{n+1}=\sum_f p_f\bigl(y_f^{n+1}-N(y_f)\bigr).$$

Rearranged, the fine moment minus the coarse one is $\sum_f p_f\prod_c(y_f-x_c)$.

```lean
/-- For distinct coarse nodes, the fine moment of order `n + 1` minus the coarse one is the fine sum
of the projector times the product of the differences `y_f - x_c`. -/
theorem next_moment_defect {x : Fin (n + 1) → K} (hx : Function.Injective x)
    (y p : F → K) :
    ∑ f, p f * y f ^ (n + 1) - ∑ c, coarseProjector x y p c * x c ^ (n + 1)
      = ∑ f, p f * ∏ c, (y f - x c) := by
  -- subtracting the nodal polynomial from the monomial lowers its degree
  obtain ⟨q, hq, hev⟩ : ∃ q : K[X], q.natDegree ≤ n ∧
      ∀ t, q.eval t = t ^ (n + 1) - ∏ c, (t - x c) := by
    refine ⟨X ^ (n + 1) - Lagrange.nodal univ x, ?_, fun t => ?_⟩
    · have hd : (X ^ (n + 1) : K[X]).degree = (Lagrange.nodal univ x).degree := by
        rw [Polynomial.degree_X_pow, Lagrange.degree_nodal, Finset.card_univ,
          Fintype.card_fin]
      have hlt := Polynomial.degree_sub_lt_left hd (pow_ne_zero _ Polynomial.X_ne_zero)
        ((Polynomial.monic_X_pow (n + 1)).leadingCoeff.trans
          (Lagrange.nodal_monic (s := univ) (v := x)).leadingCoeff.symm)
      rw [Polynomial.degree_X_pow] at hlt
      rw [Polynomial.natDegree_le_iff_coeff_eq_zero]
      intro N hN
      exact Polynomial.coeff_eq_zero_of_degree_lt
        (lt_of_lt_of_le hlt (by exact_mod_cast hN))
    · rw [Polynomial.eval_sub, Polynomial.eval_pow, Polynomial.eval_X, Lagrange.eval_nodal]
  have hnode : ∀ c, q.eval (x c) = x c ^ (n + 1) := fun c => by
    rw [hev, Finset.prod_eq_zero (Finset.mem_univ c) (sub_self (x c)), sub_zero]
  have h := projector_exact hx y p q hq
  simp only [hnode] at h
  simp only [hev, mul_sub, Finset.sum_sub_distrib] at h
  linear_combination -h
```

Most of the proof establishes the degree bound, with `Polynomial.degree_sub_lt_left` cancelling the equal leading terms. The last line rearranges the sums.

## Product grids

For exponents $m_i\le n$, the sum over multi-indices factorises at each fine point:

$$\sum_c\prod_i x_{i,c_i}^{m_i}L^{(i)}_{c_i}(y_{f,i})
=\prod_i\sum_b x_{i,b}^{m_i}L^{(i)}_b(y_{f,i})
=\prod_i y_{f,i}^{m_i}.$$

Multiplying by $p_f$ and summing over $f$ shows that every such mixed moment is preserved. The case $d=3$ is a Cartesian grid with $n+1$ nodes along each axis; spacings may differ.

```lean
/-- On a product grid in `d` dimensions with distinct nodes along each axis, the coarse
projector preserves every mixed moment whose exponent along each axis is at most `n`. -/
theorem product_moments_preserved {x : Fin d → Fin (n + 1) → K}
    (hx : ∀ i, Function.Injective (x i)) (y : F → Fin d → K) (p : F → K)
    (m : Fin d → ℕ) (hm : ∀ i, m i ≤ n) :
    ∑ c, productProjector x y p c * ∏ i, x i (c i) ^ m i
      = ∑ f, p f * ∏ i, y f i ^ m i := by
  simp only [productProjector, Finset.sum_mul]
  rw [Finset.sum_comm]
  refine Finset.sum_congr rfl fun f _ => ?_
  -- interpolate along each axis, then expand the product of sums
  have h1 : ∏ i, y f i ^ m i
      = ∏ i, ∑ b, x i b ^ m i * shape (x i) b (y f i) := by
    refine Finset.prod_congr rfl fun i _ => ?_
    have h := interpolation_exact (hx i) (X ^ m i)
      (by rw [Polynomial.natDegree_X_pow]; exact hm i) (y f i)
    simp only [Polynomial.eval_pow, Polynomial.eval_X] at h
    exact h.symm
  rw [h1, Finset.prod_univ_sum, Fintype.piFinset_univ, Finset.mul_sum]
  refine Finset.sum_congr rfl fun c _ => ?_
  rw [Finset.prod_mul_distrib]
  ring

end

end OnoHiroseDoubleGrid
```

`Finset.prod_univ_sum` expands the product of one-dimensional sums into the sum over multi-indices.

```lean
#print axioms OnoHiroseDoubleGrid.double_grid_identity
-- 'OnoHiroseDoubleGrid.double_grid_identity' depends on axioms: [propext, Classical.choice, Quot.sound]
#print axioms OnoHiroseDoubleGrid.eq_coarseProjector_of_moments
-- 'OnoHiroseDoubleGrid.eq_coarseProjector_of_moments' depends on axioms: [propext, Classical.choice, Quot.sound]
#print axioms OnoHiroseDoubleGrid.next_moment_defect
-- 'OnoHiroseDoubleGrid.next_moment_defect' depends on axioms: [propext, Classical.choice, Quot.sound]
#print axioms OnoHiroseDoubleGrid.product_moments_preserved
-- 'OnoHiroseDoubleGrid.product_moments_preserved' depends on axioms: [propext, Classical.choice, Quot.sound]
```

## Folding the projector in a code

For each atomic position, a code loops over the fine points near the atom and adds $p_fL_c(y_f)$ to the entry for coarse point $c$. While the atom and the grids stay fixed, the stored array serves every wavefunction that is multiplied by the same factors $p_f$, in every self-consistency iteration. If the code stores the periodic parts of Bloch functions, $p_f$ contains a phase that depends on the wavevector, and the folding is done for each wavevector. With one polynomial through all the nodes, the coarse and fine moments up to order $n$ should agree apart from rounding error. A larger disagreement reveals a fault in the folding, but agreement says nothing about whether the samples $p_f$ themselves are right.

Codes often interpolate with a short stencil around each fine point instead of one polynomial across the whole region. The argument then applies to each group of fine points sharing a stencil, and adding the groups gives moment preservation up to the stencil's degree.
